# A frontier-orbital criterion for the larger Klopman-Salem orbital term

Let $c_{ri}$ be the real coefficient of occupied orbital $i$ at site $r$, and let $D_i$ be the gap from that orbital up to one fixed acceptor level. The orbital term of the site is $W_r=\sum_i c_{ri}^2/D_i$, with the sum over occupied orbitals and with prefactors common to all sites left out.

```lean
import Mathlib

namespace KlopmanSalemFrontier

noncomputable section

variable {ι A : Type*}

/-- The Klopman-Salem orbital term of site `r`: the sum over occupied orbitals of the squared
coefficient at `r` divided by the gap to the acceptor level. -/
def orbitalTerm (occ : Finset ι) (c : A → ι → ℝ) (D : ι → ℝ) (r : A) : ℝ :=
  ∑ i ∈ occ, c r i ^ 2 / D i

/-- If `H` is occupied and all other occupied gaps are positive, the orbital term of a site is
at least the contribution of `H`. -/
theorem frontier_le_orbitalTerm {occ : Finset ι} {c : A → ι → ℝ} {D : ι → ℝ} {H : ι} (r : A)
    (hH : H ∈ occ) (hD : ∀ i ∈ occ, i ≠ H → 0 < D i) :
    c r H ^ 2 / D H ≤ orbitalTerm occ c D r := by
  classical
  have h : c r H ^ 2 / D H + ∑ i ∈ occ.erase H, c r i ^ 2 / D i
      = ∑ i ∈ occ, c r i ^ 2 / D i :=
    Finset.add_sum_erase occ (fun i => c r i ^ 2 / D i) hH
  have h0 : 0 ≤ ∑ i ∈ occ.erase H, c r i ^ 2 / D i := by
    refine Finset.sum_nonneg fun i hi => ?_
    exact div_nonneg (sq_nonneg _)
      (hD i (Finset.mem_of_mem_erase hi) (Finset.ne_of_mem_erase hi)).le
  unfold orbitalTerm
  linarith

/-- If the occupied density at site `s` is at most `q` and all gaps other than the frontier gap
are at least `D₂`, the orbital term exceeds the frontier contribution by at most
`(q - c_sH²) / D₂`. -/
theorem orbitalTerm_le_frontier_add {occ : Finset ι} {c : A → ι → ℝ} {D : ι → ℝ} {H : ι}
    {D₂ q : ℝ} (s : A) (hH : H ∈ occ) (hD₂ : 0 < D₂) (hD : ∀ i ∈ occ, i ≠ H → D₂ ≤ D i)
    (hq : ∑ i ∈ occ, c s i ^ 2 ≤ q) :
    orbitalTerm occ c D s ≤ c s H ^ 2 / D H + (q - c s H ^ 2) / D₂ := by
  classical
  have h : c s H ^ 2 / D H + ∑ i ∈ occ.erase H, c s i ^ 2 / D i
      = ∑ i ∈ occ, c s i ^ 2 / D i :=
    Finset.add_sum_erase occ (fun i => c s i ^ 2 / D i) hH
  have h' : c s H ^ 2 + ∑ i ∈ occ.erase H, c s i ^ 2 = ∑ i ∈ occ, c s i ^ 2 :=
    Finset.add_sum_erase occ (fun i => c s i ^ 2) hH
  -- replace every other gap by the lower bound `D₂`
  have h1 : ∑ i ∈ occ.erase H, c s i ^ 2 / D i ≤ ∑ i ∈ occ.erase H, c s i ^ 2 / D₂ := by
    refine Finset.sum_le_sum fun i hi => ?_
    exact div_le_div_of_nonneg_left (sq_nonneg _) hD₂
      (hD i (Finset.mem_of_mem_erase hi) (Finset.ne_of_mem_erase hi))
  -- the density left for the deeper orbitals is at most `q - c_sH²`
  have h2 : (∑ i ∈ occ.erase H, c s i ^ 2) / D₂ ≤ (q - c s H ^ 2) / D₂ :=
    div_le_div_of_nonneg_right (by linarith) hD₂.le
  rw [← Finset.sum_div] at h1
  unfold orbitalTerm
  linarith

/-- Frontier criterion, for an occupied `H` and positive `D_H`, `D₂`: if the densities satisfy
`D_H (q - c_sH²) < D₂ (c_rH² - c_sH²)`, where `q` bounds the occupied density at `s` and `D₂`
bounds the other gaps from below, then site `r` has the larger orbital term. -/
theorem frontier_regioselectivity {occ : Finset ι} {c : A → ι → ℝ} {D : ι → ℝ} {H : ι}
    {D₂ q : ℝ} {r s : A} (hH : H ∈ occ) (hDH : 0 < D H) (hD₂ : 0 < D₂)
    (hD : ∀ i ∈ occ, i ≠ H → D₂ ≤ D i) (hq : ∑ i ∈ occ, c s i ^ 2 ≤ q)
    (hcrit : D H * (q - c s H ^ 2) < D₂ * (c r H ^ 2 - c s H ^ 2)) :
    orbitalTerm occ c D s < orbitalTerm occ c D r := by
  have h1 := frontier_le_orbitalTerm (c := c) r hH fun i hi hne => hD₂.trans_le (hD i hi hne)
  have h2 := orbitalTerm_le_frontier_add s hH hD₂ hD hq
  have h3 : (q - c s H ^ 2) / D₂ < (c r H ^ 2 - c s H ^ 2) / D H := by
    rw [div_lt_div_iff₀ hD₂ hDH]
    linarith
  rw [sub_div (c r H ^ 2)] at h3
  linarith

/-- The frontier criterion with `q = 1`, for a site whose squared coefficients sum to one over
all orbitals, occupied and empty. -/
theorem frontier_regioselectivity_of_normalized [Fintype ι] {occ : Finset ι} {c : A → ι → ℝ}
    {D : ι → ℝ} {H : ι} {D₂ : ℝ} {r s : A} (hH : H ∈ occ) (hDH : 0 < D H) (hD₂ : 0 < D₂)
    (hD : ∀ i ∈ occ, i ≠ H → D₂ ≤ D i) (hs : ∑ i, c s i ^ 2 = 1)
    (hcrit : D H * (1 - c s H ^ 2) < D₂ * (c r H ^ 2 - c s H ^ 2)) :
    orbitalTerm occ c D s < orbitalTerm occ c D r := by
  refine frontier_regioselectivity hH hDH hD₂ hD ?_ hcrit
  rw [← hs]
  exact Finset.sum_le_sum_of_subset_of_nonneg (Finset.subset_univ _) fun i _ _ => sq_nonneg _

/-- Two sites and two occupied orbitals: site 0 has density `a` in the frontier orbital only,
site 1 has density `b` there and `q - b` in the deeper orbital. -/
def twoOrbital (a b q : ℝ) : Fin 2 → Fin 2 → ℝ := ![![√a, 0], ![√b, √(q - b)]]

/-- Sharpness: in the two-orbital model site 0 has the larger orbital term exactly when the
frontier criterion holds. -/
theorem criterion_sharp {a b q DH D₂ : ℝ} (ha : 0 ≤ a) (hb : 0 ≤ b) (hbq : b ≤ q)
    (hDH : 0 < DH) (hD₂ : 0 < D₂) :
    orbitalTerm Finset.univ (twoOrbital a b q) ![DH, D₂] 1
        < orbitalTerm Finset.univ (twoOrbital a b q) ![DH, D₂] 0
      ↔ DH * (q - b) < D₂ * (a - b) := by
  have hr : orbitalTerm Finset.univ (twoOrbital a b q) ![DH, D₂] 0 = a / DH := by
    simp [orbitalTerm, twoOrbital, Fin.sum_univ_two, Real.sq_sqrt ha]
  have hs : orbitalTerm Finset.univ (twoOrbital a b q) ![DH, D₂] 1
      = b / DH + (q - b) / D₂ := by
    simp [orbitalTerm, twoOrbital, Fin.sum_univ_two, Real.sq_sqrt hb,
      Real.sq_sqrt (sub_nonneg.2 hbq)]
  have key := div_lt_div_iff₀ (a := q - b) (c := a - b) hD₂ hDH
  rw [sub_div a b] at key
  rw [hr, hs]
  constructor
  · intro h
    have := key.1 (by linarith)
    linarith
  · intro h
    have := key.2 (by linarith)
    linarith

/-- The Hückel connectivity matrix of the four-carbon chain of butadiene. -/
def chain : Fin 4 → Fin 4 → ℝ := ![![0, 1, 0, 0], ![1, 0, 1, 0], ![0, 1, 0, 1], ![0, 0, 1, 0]]

/-- Depths of the two occupied levels of butadiene below `α`, in units of `|β|`; index 0 is the
frontier orbital. -/
def level : Fin 2 → ℝ := ![(√5 - 1) / 2, (√5 + 1) / 2]

/-- Unnormalised occupied orbitals of butadiene, indexed by carbon and orbital. -/
def shape : Fin 4 → Fin 2 → ℝ :=
  ![![1, 1], ![(√5 - 1) / 2, (√5 + 1) / 2], ![-((√5 - 1) / 2), (√5 + 1) / 2], ![-1, 1]]

/-- Occupied orbital coefficients of butadiene, indexed by carbon and orbital. -/
def butadiene (r : Fin 4) (i : Fin 2) : ℝ := shape r i / √(2 * (1 + level i ^ 2))

/-- Squared coefficients of butadiene in terms of the unnormalised orbitals. -/
theorem butadiene_sq (r : Fin 4) (i : Fin 2) :
    butadiene r i ^ 2 = shape r i ^ 2 / (2 * (1 + level i ^ 2)) := by
  rw [butadiene, div_pow, Real.sq_sqrt (by positivity)]

/-- The butadiene orbitals solve the Hückel equations with the stated levels and are
normalised. -/
theorem butadiene_huckel (i : Fin 2) :
    (∀ r, ∑ k, chain r k * butadiene k i = level i * butadiene r i)
      ∧ ∑ r, butadiene r i ^ 2 = 1 := by
  have h5 : √5 ^ 2 = (5 : ℝ) := Real.sq_sqrt (by norm_num)
  constructor
  · intro r
    have key : ∑ k, chain r k * shape k i = level i * shape r i := by
      fin_cases r <;> fin_cases i <;>
        simp [Fin.sum_univ_four, chain, shape, level] <;> nlinarith [h5]
    simp only [butadiene, ← mul_div_assoc]
    rw [← Finset.sum_div, key]
  · have key : ∑ r, shape r i ^ 2 = 2 * (1 + level i ^ 2) := by
      fin_cases i <;> simp [Fin.sum_univ_four, shape, level] <;> ring
    simp only [butadiene_sq]
    rw [← Finset.sum_div, key]
    exact div_self (by positivity)

/-- For butadiene and an acceptor level `δ|β|` above `α`, with `δ < 1` and a positive frontier
gap, the terminal carbon has a larger orbital term than its inner neighbour. -/
theorem butadiene_terminal_attack {δ : ℝ} (hgap : 0 < level 0 + δ) (hδ : δ < 1) :
    orbitalTerm Finset.univ butadiene (fun i => level i + δ) 1
      < orbitalTerm Finset.univ butadiene (fun i => level i + δ) 0 := by
  have h5 : √5 ^ 2 = (5 : ℝ) := Real.sq_sqrt (by norm_num)
  have hlt : √5 < (5 : ℝ) := by nlinarith [h5]
  have l0 : level 0 = (√5 - 1) / 2 := rfl
  have l1 : level 1 = (√5 + 1) / 2 := rfl
  -- the orbital densities at the terminal and inner carbon
  have d00 : butadiene 0 0 ^ 2 = (5 + √5) / 20 := by
    rw [butadiene_sq, div_eq_iff (by positivity), l0, show shape 0 0 = 1 from rfl]
    linear_combination (-(√5 + 3) / 40) * h5
  have d10 : butadiene 1 0 ^ 2 = (5 - √5) / 20 := by
    rw [butadiene_sq, div_eq_iff (by positivity), l0,
      show shape 1 0 = (√5 - 1) / 2 from rfl]
    linear_combination ((√5 + 3) / 40) * h5
  have d11 : butadiene 1 1 ^ 2 = (5 + √5) / 20 := by
    rw [butadiene_sq, div_eq_iff (by positivity), l1,
      show shape 1 1 = (√5 + 1) / 2 from rfl]
    linear_combination ((3 - √5) / 40) * h5
  -- the occupied density at the inner carbon is one half
  refine frontier_regioselectivity (H := 0) (D₂ := level 1 + δ) (q := 1 / 2)
    (Finset.mem_univ _) hgap (by linarith) ?_ ?_ ?_
  · intro i _ hi
    fin_cases i
    · exact absurd rfl hi
    · exact le_rfl
  · rw [Fin.sum_univ_two, d10, d11]
    linarith
  · rw [d00, d10, l0, l1]
    nlinarith [mul_pos (sub_pos.2 hδ) (sub_pos.2 hlt), h5]

end

end KlopmanSalemFrontier
```

```lean
#print axioms KlopmanSalemFrontier.orbitalTerm_le_frontier_add
-- 'KlopmanSalemFrontier.orbitalTerm_le_frontier_add' depends on axioms: [propext, Classical.choice, Quot.sound]
#print axioms KlopmanSalemFrontier.criterion_sharp
-- 'KlopmanSalemFrontier.criterion_sharp' depends on axioms: [propext, Classical.choice, Quot.sound]
#print axioms KlopmanSalemFrontier.butadiene_huckel
-- 'KlopmanSalemFrontier.butadiene_huckel' depends on axioms: [propext, Classical.choice, Quot.sound]
#print axioms KlopmanSalemFrontier.butadiene_terminal_attack
-- 'KlopmanSalemFrontier.butadiene_terminal_attack' depends on axioms: [propext, Classical.choice, Quot.sound]
```

## What the theorems say

Single out an occupied orbital $H$, the frontier orbital, with $D_H>0$. Suppose every other occupied orbital has $D_i\ge D_2>0$, and the occupied density at site $s$, counted without the factor of two for double occupation, satisfies $\sum_i c_{si}^2\le q$. Then `frontier_regioselectivity` states

$$D_H(q-c_{sH}^2)<D_2(c_{rH}^2-c_{sH}^2)\quad\Longrightarrow\quad W_s<W_r .$$

Since both gaps are positive, the criterion is the same as $(c_{rH}^2-c_{sH}^2)/D_H>(q-c_{sH}^2)/D_2$. When the criterion holds, the frontier coefficients together with $D_H$, $D_2$ and $q$ fix the order, and no other detail of the deeper orbitals is needed; when it fails, the theorem says nothing about the order. The theorem does not assume $D_H\le D_2$; "frontier" and "deeper" name the intended use, in which $H$ is the highest occupied orbital. If the squared coefficients at $s$ sum to one over all orbitals, occupied and empty, `frontier_regioselectivity_of_normalized` gives the case $q=1$.

## The physics it encodes

In Lean, `occ` is the finite set of occupied orbitals, `c r i` is $c_{ri}$, `D i` is $D_i$, and `orbitalTerm occ c D r` is $W_r$. In the general theorems the coefficients are arbitrary real numbers, so orthonormality is not assumed.

The result compares second-order donor-acceptor stabilisation at two sites, for one acceptor level coupled equally to both. The full Klopman-Salem expression also has Coulomb and closed-shell repulsion terms, and its orbital part includes the other acceptor levels and donation in the opposite direction; these contributions may reverse the preference. Within this restricted model, the criterion is a sufficient condition for the site with the larger frontier density to keep the larger orbital term once the deeper orbitals are included.

For butadiene, Lean numbers the carbons 0 to 3 and the occupied orbitals 0 (frontier) and 1. With $\alpha$ the Hückel energy of a carbon $p$ orbital and $\beta<0$ the coupling between bonded neighbours, orbital $i$ has energy $\alpha-\ell_i|\beta|$, where $\ell_0=(\sqrt5-1)/2$ and $\ell_1=(\sqrt5+1)/2$. The normalised coefficients are approximately $(0.602,0.372,-0.372,-0.602)$ and $(0.372,0.602,0.602,0.372)$. `butadiene_huckel` checks the Hückel equations and the normalisation; that these two orbitals are the filled ones is an input.

## Why it is true

**Lower bound.** The deeper terms at $r$ are nonnegative, so $W_r\ge c_{rH}^2/D_H$. In `frontier_le_orbitalTerm`, `Finset.add_sum_erase` splits off the frontier term and `Finset.sum_nonneg` handles the rest.

**Upper bound.** With $H$ occupied and $D_2>0$, replace each deeper gap at $s$ by $D_2$, then bound the remaining density:

$$W_s\le\frac{c_{sH}^2}{D_H}+\frac{1}{D_2}\sum_{i\ne H}c_{si}^2\le\frac{c_{sH}^2}{D_H}+\frac{q-c_{sH}^2}{D_2}.$$

These two inequalities are `h1` and `h2` in `orbitalTerm_le_frontier_add`.

**Separation.** In its divided form, obtained through `div_lt_div_iff₀`, the criterion makes the last expression smaller than $c_{rH}^2/D_H$, hence $W_s<W_r$. For $q=1$, the occupied density is a partial sum of nonnegative terms whose total is one.

**Sharpness.** `criterion_sharp` uses two orbitals and two sites, $r=0$ and $s=1$, with frontier densities $a=c_{rH}^2\ge0$ and $b=c_{sH}^2$, $0\le b\le q$, and deeper densities $0$ and $q-b$, so that $W_0=a/D_H$ and $W_1=b/D_H+(q-b)/D_2$. These coefficients need not be orthonormal over the two sites, so the sharpness is relative to the hypotheses of the general theorem. Both bounds are equalities, so $W_1<W_0$ holds exactly when the criterion does.

**Butadiene.** Put the acceptor at $\alpha+\delta|\beta|$, so that $D_i=\ell_i+\delta$ in units of $|\beta|$. The densities are

$$c_{00}^2=c_{11}^2=\frac{5+\sqrt5}{20},\qquad c_{10}^2=\frac{5-\sqrt5}{20}.$$

The inner carbon therefore has occupied density $q=1/2$. Multiplied by 20, the criterion reads

$$(\ell_0+\delta)(5+\sqrt5)<2\sqrt5\,(\ell_1+\delta).$$

Since $\ell_0(5+\sqrt5)=2\sqrt5$ and $2\sqrt5\,\ell_1=5+\sqrt5$, this reduces to $0<(1-\delta)(5-\sqrt5)$, the product supplied to the final `nlinarith`. So `butadiene_terminal_attack` finds $W_1<W_0$ for $\delta<1$ and a positive frontier gap. The limit $\delta<1$ comes from discarding the terminal carbon's deeper contribution; by direct calculation, $W_0-W_1=\frac{\sqrt5}{10}(1/D_0-1/D_1)$ is positive whenever $D_0>0$.

## Without a positive frontier gap

Take a single occupied orbital with $c_{rH}=1$, $c_{sH}=0$, $D_H=-1$ and $D_2=q=1$. The criterion reads $-1<1$ and all other hypotheses hold, yet $W_r=-1$ lies below $W_s=0$.
